# A Lipschitz bound for functions of real symmetric matrices in the Frobenius norm

Q: A bound on $f(X) - f(Y)$ must first say what $f(X)$ means for a matrix $X$ and a real function $f$. What was chosen, and is it the $f(X)$ I use?

A: The eigendecomposition is taken as given data. The indices $i, j$ run over a finite set `n`. A real square matrix $U$ with $U^T U = 1$ holds normalised eigenvectors in its columns, a vector $x$ holds the levels $x_i$, and $X = U\,\mathrm{diag}(x)\,U^T$. Then $f(X)$ is $U\,\mathrm{diag}(f(x_i))\,U^T$, and likewise for $Y = V\,\mathrm{diag}(y)\,V^T$ with $V^T V = 1$. One could instead start from symmetric $X$ and $Y$ and let the spectral theorem supply the eigenvectors. That would put the existence of $U$ and $V$ inside the statement, whereas here the user supplies them, in any order of the levels.

In Lean 4 with Mathlib:

```lean
import Mathlib

open Matrix

namespace FrobeniusLipschitz

noncomputable section

variable {n : Type*} [Fintype n] [DecidableEq n]
```

The distance is the Frobenius norm $\|A\|$ of a real matrix $A$, with $\|A\|^2 = \sum_{ij} A_{ij}^2$. `frobSq` is the square, `frob` the root, and `spectral U d` is $U\,\mathrm{diag}(d)\,U^T$ for a vector $d$.

```lean
/-- Squared Frobenius norm: the sum of the squares of all matrix elements. -/
def frobSq (A : Matrix n n ℝ) : ℝ := ∑ i, ∑ j, A i j ^ 2

/-- Frobenius norm of a real matrix. -/
def frob (A : Matrix n n ℝ) : ℝ := Real.sqrt (frobSq A)

/-- The matrix `U diag(d) Uᵀ`. -/
def spectral (U : Matrix n n ℝ) (d : n → ℝ) : Matrix n n ℝ := U * diagonal d * Uᵀ
```

Two functions from electronic structure are used later. `occupation μ t` is the zero-temperature occupation of a level $t$ at chemical potential $\mu$: one for $t < \mu$, zero otherwise, without a spin factor. `mcweenyStep X` is $3X^2 - 2X^3$, defined by matrix products for any $X$.

```lean
/-- Zero-temperature occupation: one below the chemical potential `μ`, zero otherwise. -/
def occupation (μ t : ℝ) : ℝ := if t < μ then 1 else 0

/-- One McWeeny purification step `3 X² - 2 X³`. -/
def mcweenyStep (X : Matrix n n ℝ) : Matrix n n ℝ :=
  (3 : ℝ) • (X * X) - (2 : ℝ) • (X * X * X)
```

Q: $X$ and $Y$ need not commute. How can a condition on eigenvalues control the matrices?

A: One uses the eigenbasis of $X$ on the left and that of $Y$ on the right. First, $\mathrm{tr}(AA^T) = \sum_i \sum_j A_{ij}A_{ij} = \|A\|^2$, which is `frobSq_eq_trace`. For square matrices $U^TU = 1$ implies $UU^T = 1$, obtained from `mul_eq_one_comm`. Hence

$$\|U^T A V\|^2 = \mathrm{tr}(U^T A\, V V^T A^T U) = \mathrm{tr}(U^T A A^T U) = \mathrm{tr}(U U^T A A^T) = \|A\|^2 .$$

In `frobSq_orthogonal` the bracketing is `h`, and the cyclic move of $U$ is `Matrix.trace_mul_comm`.

```lean
omit [DecidableEq n] in
/-- The squared Frobenius norm equals `tr (A Aᵀ)`. -/
theorem frobSq_eq_trace (A : Matrix n n ℝ) : frobSq A = trace (A * Aᵀ) := by
  simp [frobSq, Matrix.trace, Matrix.mul_apply, pow_two]

/-- The squared Frobenius norm is unchanged by orthogonal factors on the left and right. -/
theorem frobSq_orthogonal {U V : Matrix n n ℝ} (hU : Uᵀ * U = 1) (hV : Vᵀ * V = 1)
    (A : Matrix n n ℝ) : frobSq (Uᵀ * A * V) = frobSq A := by
  have hU' : U * Uᵀ = 1 := mul_eq_one_comm.mp hU
  have hV' : V * Vᵀ = 1 := mul_eq_one_comm.mp hV
  have h : Uᵀ * A * V * (Uᵀ * A * V)ᵀ = Uᵀ * A * (V * Vᵀ) * Aᵀ * U := by
    simp only [transpose_mul, transpose_transpose, Matrix.mul_assoc]
  rw [frobSq_eq_trace, frobSq_eq_trace, h, hV', Matrix.mul_one, Matrix.trace_mul_comm _ U,
    ← Matrix.mul_assoc, ← Matrix.mul_assoc, hU', Matrix.one_mul]
```

Now take any two vectors $a, b$ and the overlap matrix $W = U^T V$, whose element $W_{ij}$ is the scalar product of column $i$ of $U$ with column $j$ of $V$. Then

$$U^T\big(U\,\mathrm{diag}(a)\,U^T - V\,\mathrm{diag}(b)\,V^T\big)V = \mathrm{diag}(a)\,W - W\,\mathrm{diag}(b),$$

with element $a_i W_{ij} - W_{ij} b_j = (a_i - b_j)W_{ij}$. Therefore

$$\|U\,\mathrm{diag}(a)\,U^T - V\,\mathrm{diag}(b)\,V^T\|^2 = \sum_{ij} (a_i - b_j)^2\, W_{ij}^2 .$$

The proof expands the product in `h`, names the overlap by `generalize Uᵀ * V = W`, and compares elements with `ring`.

```lean
/-- For orthogonal `U` and `V`, the squared distance of `U diag(a) Uᵀ` and `V diag(b) Vᵀ` is the sum of `(a_i - b_j)²`
weighted by the squared overlaps `(Uᵀ V)_ij²`. -/
theorem frobSq_spectral_sub {U V : Matrix n n ℝ} (hU : Uᵀ * U = 1) (hV : Vᵀ * V = 1)
    (a b : n → ℝ) :
    frobSq (spectral U a - spectral V b) = ∑ i, ∑ j, (a i - b j) ^ 2 * (Uᵀ * V) i j ^ 2 := by
  -- left eigenbasis of the first matrix, right eigenbasis of the second
  have h : Uᵀ * (spectral U a - spectral V b) * V
      = Uᵀ * U * diagonal a * (Uᵀ * V) - Uᵀ * V * diagonal b * (Vᵀ * V) := by
    simp only [spectral, Matrix.mul_sub, Matrix.sub_mul, Matrix.mul_assoc]
  rw [← frobSq_orthogonal hU hV, h, hU, hV, Matrix.one_mul, Matrix.mul_one]
  generalize Uᵀ * V = W
  unfold frobSq
  refine Finset.sum_congr rfl fun i _ => Finset.sum_congr rfl fun j _ => ?_
  simp only [Matrix.sub_apply, diagonal_mul, mul_diagonal]
  ring
```

The weights $W_{ij}^2$ are non-negative and do not depend on the spectra. If a real constant $L$ satisfies $|a_i - b_j| \le L|x_i - y_j|$ for all $i, j$, squaring gives $(a_i - b_j)^2 \le L^2 (x_i - y_j)^2$, which is `h2`. Multiplying by $W_{ij}^2$ and summing gives `hsq`, the bound for the squared norms with factor $L^2$. For $L \ge 0$ the square root finishes the argument.

Q: The statement does not assume $L \ge 0$, and the root of $L^2$ is $|L|$.

A: That is why `frob_compare` splits on the sign. For $L < 0$, the chain $0 \le |a_i - b_j| \le L|x_i - y_j|$ forces $x_i = y_j$ for every pair. The sum for $X - Y$ then vanishes (`h0`), `hsq` makes the other sum vanish too, and the claim reads $0 \le 0$.

```lean
/-- For orthogonal `U` and `V`: if `|a_i - b_j| ≤ L |x_i - y_j|` for all pairs, then
`‖U diag(a) Uᵀ - V diag(b) Vᵀ‖ ≤ L ‖U diag(x) Uᵀ - V diag(y) Vᵀ‖`. -/
theorem frob_compare {U V : Matrix n n ℝ} (hU : Uᵀ * U = 1) (hV : Vᵀ * V = 1)
    {a b x y : n → ℝ} {L : ℝ} (h : ∀ i j, |a i - b j| ≤ L * |x i - y j|) :
    frob (spectral U a - spectral V b) ≤ L * frob (spectral U x - spectral V y) := by
  -- termwise comparison with the same overlap weights
  have hsq : frobSq (spectral U a - spectral V b)
      ≤ L ^ 2 * frobSq (spectral U x - spectral V y) := by
    rw [frobSq_spectral_sub hU hV a b, frobSq_spectral_sub hU hV x y, Finset.mul_sum]
    refine Finset.sum_le_sum fun i _ => ?_
    rw [Finset.mul_sum]
    refine Finset.sum_le_sum fun j _ => ?_
    have h2 : (a i - b j) ^ 2 ≤ L ^ 2 * (x i - y j) ^ 2 := by
      have h3 := pow_le_pow_left₀ (abs_nonneg _) (h i j) 2
      simpa only [mul_pow, sq_abs] using h3
    rw [← mul_assoc]
    exact mul_le_mul_of_nonneg_right h2 (sq_nonneg _)
  unfold frob
  rcases le_or_gt 0 L with hL | hL
  · calc Real.sqrt (frobSq (spectral U a - spectral V b))
        ≤ Real.sqrt (L ^ 2 * frobSq (spectral U x - spectral V y)) := Real.sqrt_le_sqrt hsq
      _ = L * Real.sqrt (frobSq (spectral U x - spectral V y)) := by
        rw [Real.sqrt_mul (sq_nonneg L), Real.sqrt_sq hL]
  · -- a negative constant forces all x_i = y_j, and both sides vanish
    have h0 : frobSq (spectral U x - spectral V y) = 0 := by
      rw [frobSq_spectral_sub hU hV x y]
      refine Finset.sum_eq_zero fun i _ => Finset.sum_eq_zero fun j _ => ?_
      have h1 : |x i - y j| ≤ 0 := by
        by_contra hc
        have h4 := mul_neg_of_neg_of_pos hL (not_le.mp hc)
        linarith [h i j, abs_nonneg (a i - b j)]
      rw [abs_nonpos_iff.mp h1]
      ring
    rw [h0, mul_zero] at hsq
    rw [h0, Real.sqrt_zero, mul_zero]
    exact (Real.sqrt_eq_zero'.mpr hsq).le
```

The main theorem sets $a_i = f(x_i)$ and $b_j = f(y_j)$. In words: for $U^TU = V^TV = 1$ (`hU`, `hV`), any levels, any $f$ and any $L$ with $|f(x_i) - f(y_j)| \le L|x_i - y_j|$ for all pairs (`h`),

$$\|f(X) - f(Y)\| \le L\,\|X - Y\| .$$

No continuity of $f$ is required, only this finite list of inequalities.

```lean
/-- If `|f(x_i) - f(y_j)| ≤ L |x_i - y_j|` for all pairs of eigenvalues of `X = U diag(x) Uᵀ`
and `Y = V diag(y) Vᵀ`, then `‖f(X) - f(Y)‖ ≤ L ‖X - Y‖` in the Frobenius norm. -/
theorem frob_function_le {U V : Matrix n n ℝ} (hU : Uᵀ * U = 1) (hV : Vᵀ * V = 1)
    (x y : n → ℝ) (f : ℝ → ℝ) (L : ℝ) (h : ∀ i j, |f (x i) - f (y j)| ≤ L * |x i - y j|) :
    frob (spectral U (fun i => f (x i)) - spectral V (fun j => f (y j)))
      ≤ L * frob (spectral U x - spectral V y) :=
  frob_compare hU hV h
```

Q: With degenerate levels $U$ is not unique, so your $f(X)$ might depend on it. And is orthogonality really used?

A: Take two decompositions of the same matrix. There are finitely many pairs, and $x_i = y_j$ gives $f(x_i) = f(y_j)$, so some $L$ satisfies `h`. The right side is zero, so the two versions of $f(X)$ agree. As for orthogonality, let the matrices be $1 \times 1$ with $U = 2$, $x = 1$, $V = 1$, $y = 4$. Then $X = Y = 4$, the constant $f = 1$ meets the eigenvalue condition with $L = 0$, and the left side is $|4 - 1| = 3$.

Q: What is left out?

A: The matrices are real and finite, and the basis is orthonormal, so a non-orthogonal basis must be orthogonalised first. The norm is the Frobenius norm only, and the spectral norm is not treated. For complex Hermitian matrices one expects the same steps with $|W_{ij}|^2$. That expectation, the uniqueness argument, the small counter-examples and the finite-temperature remark below are reasoning on paper and not among the theorems.

The same comparison gives a reverse bound, again for $U^TU = V^TV = 1$. If a real $m$ satisfies $m|x_i - y_j| \le |f(x_i) - f(y_j)|$ for all pairs, then $m\|X - Y\| \le \|f(X) - f(Y)\|$. For $m \le 0$ the left side is not positive, and for $m > 0$ `frob_compare` applies with the roles exchanged and $L = 1/m$.

```lean
/-- If `m |x_i - y_j| ≤ |f(x_i) - f(y_j)|` for all pairs, then `m ‖X - Y‖ ≤ ‖f(X) - f(Y)‖`. -/
theorem frob_function_ge {U V : Matrix n n ℝ} (hU : Uᵀ * U = 1) (hV : Vᵀ * V = 1)
    (x y : n → ℝ) (f : ℝ → ℝ) (m : ℝ) (h : ∀ i j, m * |x i - y j| ≤ |f (x i) - f (y j)|) :
    m * frob (spectral U x - spectral V y)
      ≤ frob (spectral U (fun i => f (x i)) - spectral V (fun j => f (y j))) := by
  rcases le_or_gt m 0 with hm | hm
  · exact (mul_nonpos_of_nonpos_of_nonneg hm (Real.sqrt_nonneg _)).trans (Real.sqrt_nonneg _)
  · rw [← le_inv_mul_iff₀ hm]
    exact frob_compare hU hV fun i j => (le_inv_mul_iff₀ hm).mpr (h i j)
```

Q: The density matrix is a step function of the Hamiltonian, and a step has no Lipschitz constant.

A: It has one on levels that stay at least a fixed distance away from $\mu$. Let $X, Y$ be one-particle Hamiltonians, let $\delta > 0$, and let every $x_i$ and $y_j$ lie at least $\delta$ from a common $\mu$ (`hx`, `hy`). Two levels on the same side have equal occupation. For $x_i < \mu \le y_j$ one has $x_i \le \mu - \delta$ and $y_j \ge \mu + \delta$, so $|x_i - y_j| \ge 2\delta$ while the occupations differ by one, and the mirrored case is the same. These are the four branches of `by_cases`, and they give $L = 1/(2\delta)$. With $P_X, P_Y$ the density matrices, $\|P_X - P_Y\| \le \|X - Y\|/(2\delta)$. This bounds the response of a non-interacting density matrix to a finite change of the Hamiltonian at fixed $\mu$, with the gap assumed for both matrices and no self-consistency. At inverse temperature $\beta > 0$ the Fermi function has slope at most $\beta/4$ in magnitude, which would serve as $L$ without a gap.

```lean
/-- If all levels of `X` and `Y` lie at distance at least `δ > 0` from `μ`, the zero-temperature
density matrices differ by at most `‖X - Y‖ / (2 δ)`. -/
theorem density_matrix_gap_bound {U V : Matrix n n ℝ} (hU : Uᵀ * U = 1) (hV : Vᵀ * V = 1)
    (x y : n → ℝ) (μ δ : ℝ) (hδ : 0 < δ) (hx : ∀ i, δ ≤ |x i - μ|) (hy : ∀ j, δ ≤ |y j - μ|) :
    frob (spectral U (fun i => occupation μ (x i)) - spectral V (fun j => occupation μ (y j)))
      ≤ (2 * δ)⁻¹ * frob (spectral U x - spectral V y) := by
  refine frob_function_le hU hV x y (occupation μ) _ fun i j => ?_
  rw [le_inv_mul_iff₀ (by positivity : 0 < 2 * δ)]
  have h1 := hx i
  have h2 := hy j
  unfold occupation
  -- levels on opposite sides of μ are at least 2δ apart
  by_cases p : x i < μ <;> by_cases q : y j < μ
  · rw [if_pos p, if_pos q, sub_self, abs_zero, mul_zero]
    exact abs_nonneg _
  · rw [abs_of_neg (sub_neg.mpr p)] at h1
    rw [abs_of_nonneg (sub_nonneg.mpr (not_lt.mp q))] at h2
    rw [if_pos p, if_neg q, sub_zero, abs_one]
    linarith [neg_le_abs (x i - y j)]
  · rw [abs_of_neg (sub_neg.mpr q)] at h2
    rw [abs_of_nonneg (sub_nonneg.mpr (not_lt.mp p))] at h1
    rw [if_neg p, if_pos q, zero_sub, abs_neg, abs_one]
    linarith [le_abs_self (x i - y j)]
  · rw [if_neg p, if_neg q, sub_self, abs_zero, mul_zero]
    exact abs_nonneg _
```

Q: A purification code multiplies matrices and never diagonalises. Does the bound reach it?

A: Yes. Here $X$ and $Y$ are approximate density matrices, no longer Hamiltonians, and their eigenvalues are approximate occupations. `mcweenyStep_spectral` makes the link. Since $U^TU = 1$, a product of two matrices on the same $U$ multiplies their spectra (`hm`), and the linear combination passes through the diagonal (`hd`). Thus $3X^2 - 2X^3 = U\,\mathrm{diag}(3x_i^2 - 2x_i^3)\,U^T$.

```lean
/-- For orthogonal `U`, a McWeeny step maps `U diag(x) Uᵀ` to `U diag(3 x² - 2 x³) Uᵀ`. -/
theorem mcweenyStep_spectral {U : Matrix n n ℝ} (hU : Uᵀ * U = 1) (x : n → ℝ) :
    mcweenyStep (spectral U x) = spectral U (fun i => 3 * x i ^ 2 - 2 * x i ^ 3) := by
  have hm : ∀ a b : n → ℝ, spectral U a * spectral U b = spectral U (fun i => a i * b i) := by
    intro a b
    have h : spectral U a * spectral U b = U * (diagonal a * (Uᵀ * U) * diagonal b) * Uᵀ := by
      simp only [spectral, Matrix.mul_assoc]
    rw [h, hU, Matrix.mul_one, diagonal_mul_diagonal, spectral]
  have hd : diagonal (fun i => 3 * x i ^ 2 - 2 * x i ^ 3)
      = (3 : ℝ) • diagonal (fun i => x i * x i)
        - (2 : ℝ) • diagonal (fun i => x i * x i * x i) := by
    ext i j
    simp only [Matrix.sub_apply, Matrix.smul_apply, diagonal_apply, smul_eq_mul]
    split_ifs <;> ring
  rw [mcweenyStep, hm, hm]
  simp only [spectral, hd, Matrix.mul_sub, Matrix.sub_mul, Matrix.mul_smul, Matrix.smul_mul]
```

Let $U$ and $V$ be orthogonal as before, so that $X$ and $Y$ are symmetric, and write $s = x_i$, $t = y_j$, both in $[0,1]$. Then $3s^2 - 2s^3 - 3t^2 + 2t^3 = g\,(s - t)$ with $g = 3(s+t) - 2(s^2 + st + t^2)$, which is `e`. Two identities bound $g$:

$$g = 3s(1-s) + 3t(1-t) + (s-t)^2 \ge 0,$$

$$\tfrac32 - g = (s - \tfrac12)^2 + (t - \tfrac12)^2 + (s+t-1)^2 \ge 0 .$$

The terms on the right are the hints given to the two `nlinarith` calls, and $|g| \le 3/2$ follows. In a sparse code $Y$ may be $X$ with small elements removed symmetrically. One exact step then enlarges the Frobenius norm of this error by at most a factor $3/2$, provided that both spectra lie in $[0,1]$, which truncation does not ensure. The interval matters: for $1 \times 1$ matrices $X = 2$, $Y = 1$ the step gives $-4$ and $1$, a factor of $5$. The theorem concerns a single step and says nothing on convergence.

```lean
/-- For spectra in `[0, 1]`, one McWeeny step enlarges the Frobenius distance of two matrices
by at most a factor `3 / 2`. -/
theorem mcweenyStep_lipschitz {U V : Matrix n n ℝ} (hU : Uᵀ * U = 1) (hV : Vᵀ * V = 1)
    (x y : n → ℝ) (hx : ∀ i, 0 ≤ x i ∧ x i ≤ 1) (hy : ∀ j, 0 ≤ y j ∧ y j ≤ 1) :
    frob (mcweenyStep (spectral U x) - mcweenyStep (spectral V y))
      ≤ 3 / 2 * frob (spectral U x - spectral V y) := by
  rw [mcweenyStep_spectral hU, mcweenyStep_spectral hV]
  refine frob_function_le hU hV x y (fun t => 3 * t ^ 2 - 2 * t ^ 3) _ fun i j => ?_
  obtain ⟨s0, s1⟩ := hx i
  obtain ⟨t0, t1⟩ := hy j
  -- factor out the divided difference and bound it
  have e : 3 * x i ^ 2 - 2 * x i ^ 3 - (3 * y j ^ 2 - 2 * y j ^ 3)
      = (3 * (x i + y j) - 2 * (x i ^ 2 + x i * y j + y j ^ 2)) * (x i - y j) := by ring
  show |3 * x i ^ 2 - 2 * x i ^ 3 - (3 * y j ^ 2 - 2 * y j ^ 3)| ≤ _
  rw [e, abs_mul]
  refine mul_le_mul_of_nonneg_right (abs_le.mpr ⟨?_, ?_⟩) (abs_nonneg _)
  · nlinarith [mul_nonneg s0 (sub_nonneg.mpr s1), mul_nonneg t0 (sub_nonneg.mpr t1),
      sq_nonneg (x i - y j)]
  · nlinarith [sq_nonneg (x i - 1 / 2), sq_nonneg (y j - 1 / 2), sq_nonneg (x i + y j - 1)]
```

Q: Show me a non-commuting case with numbers.

A: Take indices $0, 1$, levels $x = y = (-1, 1)$, $\mu = 0$, $\delta = 1$, $U = 1$, and $V$ the rotation `rot`, whose column $0$ is the unit vector $(3/5, 4/5)$.

```lean
/-- Plane rotation with cosine `3/5` and sine `4/5`. -/
def rot : Matrix (Fin 2) (Fin 2) ℝ := !![3 / 5, -4 / 5; 4 / 5, 3 / 5]

/-- The two levels `-1` and `1`. -/
def levels : Fin 2 → ℝ := ![-1, 1]
```

Here $W = V$ and $W_{01}^2 = W_{10}^2 = 16/25$. The occupations are $(1, 0)$, so only the pairs with $i \ne j$ contribute: $\|P_X - P_Y\|^2 = 2 \cdot 16/25 = 32/25$ and $\|X - Y\|^2 = 2 \cdot 2^2 \cdot 16/25 = 4 \cdot 32/25$. Directly, $P_X = \mathrm{diag}(1, 0)$ and

$$P_Y = \frac{1}{25}\begin{pmatrix} 9 & 12 \\ 12 & 16 \end{pmatrix}, \qquad P_X - P_Y = \frac{1}{25}\begin{pmatrix} 16 & -12 \\ -12 & -16 \end{pmatrix},$$

with squared norm $800/625 = 32/25$. `gap_bound_witness` states the orthogonality of `rot`, the gap condition and the two squared distances, evaluated through `frobSq_spectral_sub`. Their roots are $4\sqrt2/5$ and $8\sqrt2/5$, in the ratio $1/(2\delta) = 1/2$, so the gap bound is an equality here. The example also shows why `h` runs over all pairs: the pairs $i = j$ alone would admit $L = 0$, although $P_X \ne P_Y$.

```lean
/-- For levels `∓1`, `μ = 0`, `δ = 1`, `U = 1` and `V` the orthogonal rotation, the squared
distances are `32/25` for the density matrices and `4 · 32/25` for the Hamiltonians. -/
theorem gap_bound_witness :
    rotᵀ * rot = 1 ∧ (∀ i, 1 ≤ |levels i - 0|) ∧
    frobSq (spectral 1 (fun i => occupation 0 (levels i))
      - spectral rot (fun j => occupation 0 (levels j))) = 32 / 25 ∧
    frobSq (spectral 1 levels - spectral rot levels) = 4 * (32 / 25) := by
  have hR : rotᵀ * rot = 1 := by
    ext i j
    fin_cases i <;> fin_cases j <;> simp [rot, Matrix.mul_apply, Fin.sum_univ_two] <;> norm_num
  have h1 : (1 : Matrix (Fin 2) (Fin 2) ℝ)ᵀ * 1 = 1 := by simp
  refine ⟨hR, fun i => ?_, ?_, ?_⟩
  · fin_cases i <;> simp [levels]
  · rw [frobSq_spectral_sub h1 hR, transpose_one, Matrix.one_mul]
    norm_num [Fin.sum_univ_two, rot, levels, occupation]
  · rw [frobSq_spectral_sub h1 hR, transpose_one, Matrix.one_mul]
    norm_num [Fin.sum_univ_two, rot, levels]

end

end FrobeniusLipschitz
```

```lean
#print axioms FrobeniusLipschitz.frob_function_ge
-- 'FrobeniusLipschitz.frob_function_ge' depends on axioms: [propext, Classical.choice, Quot.sound]
#print axioms FrobeniusLipschitz.density_matrix_gap_bound
-- 'FrobeniusLipschitz.density_matrix_gap_bound' depends on axioms: [propext, Classical.choice, Quot.sound]
#print axioms FrobeniusLipschitz.mcweenyStep_lipschitz
-- 'FrobeniusLipschitz.mcweenyStep_lipschitz' depends on axioms: [propext, Classical.choice, Quot.sound]
```
